# A polynomial with p(x) + p(−x) = 1 gives every site charge 1/2 when the Hamiltonian couples only opposite sublattices

Let H be the one-electron Hamiltonian matrix, in an orthonormal basis with one orbital per site, of a non-interacting system whose sites fall into two sublattices, with matrix elements only between opposite sublattices and with the chemical potential at zero energy; its density matrix is the Fermi function of H, which a Fermi-operator expansion replaces by a polynomial p(H). If p keeps the symmetry p(x) + p(−x) = 1 of the Fermi function, the diagonal elements of p(H), which are the site charges per spin, equal 1/2 at every truncation order, while the bond orders can still be wrong.

```lean
import Mathlib

open Polynomial

namespace FermiOperatorExpansion

noncomputable section

variable {𝕜 n : Type*} [RCLike 𝕜] [Fintype n] [DecidableEq n]

/-- The Hamiltonian `H` has no matrix element within a sublattice, on-site terms included;
`s` labels the two sublattices. -/
def CouplesOppositeSublattices (s : n → Bool) (H : Matrix n n 𝕜) : Prop :=
  ∀ i j, s i = s j → H i j = 0

/-- The polynomial shares the symmetry `f(x) + f(-x) = 1` of the Fermi function
about the chemical potential, placed at zero energy. -/
def HasFermiSymmetry (p : ℝ[X]) : Prop :=
  ∀ x : ℝ, p.eval x + p.eval (-x) = 1

/-- The diagonal matrix with sign `+1` on one sublattice and `-1` on the other. -/
def sublatticeSign (𝕜 : Type*) [RCLike 𝕜] (s : n → Bool) : Matrix n n 𝕜 :=
  Matrix.diagonal fun i => if s i then 1 else -1

/-- If `H` couples only opposite sublattices, moving the sublattice sign through a
polynomial of `H` reverses the sign of `H`. -/
theorem sign_mul_aeval {s : n → Bool} {H : Matrix n n 𝕜}
    (hH : CouplesOppositeSublattices s H) (p : ℝ[X]) :
    sublatticeSign 𝕜 s * aeval H p = aeval (-H) p * sublatticeSign 𝕜 s := by
  -- the Hamiltonian itself anticommutes with the sign matrix
  have h1 : sublatticeSign 𝕜 s * H = -H * sublatticeSign 𝕜 s := by
    ext i j
    simp only [sublatticeSign, Matrix.diagonal_mul, Matrix.mul_diagonal, Matrix.neg_apply]
    by_cases h : s i = s j
    · simp [hH i j h]
    · cases hi : s i <;> cases hj : s j <;> simp [hi, hj] at h ⊢
  have h2 : SemiconjBy (sublatticeSign 𝕜 s) H (-H) := h1
  -- extend to powers, then to polynomials by linearity
  induction p using Polynomial.induction_on' with
  | add p q hp hq => rw [map_add, map_add, mul_add, add_mul, hp, hq]
  | monomial k a =>
    rw [aeval_monomial, aeval_monomial, ← mul_assoc, ← Algebra.commutes a, mul_assoc,
      (h2.pow_right k).eq, mul_assoc]

/-- For a polynomial with the Fermi symmetry, the expansions for `H` and `-H` add up to
the identity. -/
theorem aeval_add_aeval_neg {p : ℝ[X]} (hp : HasFermiSymmetry p) (H : Matrix n n 𝕜) :
    aeval H p + aeval (-H) p = 1 := by
  have h : p + p.comp (-X) = 1 := Polynomial.funext fun x => by
    simpa [eval_comp] using hp x
  have h' := congrArg (aeval H) h
  simpa only [map_add, aeval_comp, map_neg, aeval_X, map_one] using h'

/-- If `H` couples only opposite sublattices and `p` has the Fermi symmetry, then `p(H)` has
every site charge `1/2` and no entry between distinct sites of one sublattice. -/
theorem charges_exact {s : n → Bool} {H : Matrix n n 𝕜}
    (hH : CouplesOppositeSublattices s H) {p : ℝ[X]} (hp : HasFermiSymmetry p) :
    (∀ i, aeval H p i i = 1 / 2) ∧
      ∀ i j, i ≠ j → s i = s j → aeval H p i j = 0 := by
  have key : ∀ i j, s i = s j → 2 * aeval H p i j = (1 : Matrix n n 𝕜) i j := by
    intro i j hij
    have h1 := congrArg (fun M : Matrix n n 𝕜 => M i j) (sign_mul_aeval hH p)
    have h2 := congrArg (fun M : Matrix n n 𝕜 => M i j) (aeval_add_aeval_neg hp H)
    simp only [sublatticeSign, Matrix.diagonal_mul, Matrix.mul_diagonal, hij] at h1
    simp only [Matrix.add_apply] at h2
    -- within a sublattice the two signs cancel
    have h3 : aeval H p i j = aeval (-H) p i j := by
      cases hj : s j
      · simp only [hj, Bool.false_eq_true, if_false] at h1
        linear_combination -h1
      · simp only [hj, if_true] at h1
        linear_combination h1
    linear_combination h2 + h3
  refine ⟨fun i => ?_, fun i j hne hij => ?_⟩
  · have h := key i i rfl
    rw [Matrix.one_apply_eq] at h
    linear_combination h / 2
  · have h := key i j hij
    rw [Matrix.one_apply_ne hne] at h
    linear_combination h / 2

/-- A Chebyshev expansion with constant term `1/2` and the first `N` odd Chebyshev
polynomials, with coefficients `c`. -/
def chebyshevFermi (c : ℕ → ℝ) (N : ℕ) : ℝ[X] :=
  C (1 / 2) + ∑ k ∈ Finset.range N, C (c k) * Chebyshev.T ℝ (2 * (k : ℤ) + 1)

/-- Chebyshev polynomials of even degree are even functions, those of odd degree are odd. -/
theorem chebyshev_parity (x : ℝ) (k : ℕ) :
    (Chebyshev.T ℝ (2 * (k : ℤ))).eval (-x) = (Chebyshev.T ℝ (2 * (k : ℤ))).eval x ∧
    (Chebyshev.T ℝ (2 * (k : ℤ) + 1)).eval (-x) =
      -(Chebyshev.T ℝ (2 * (k : ℤ) + 1)).eval x := by
  induction k with
  | zero => simp
  | succ k ih =>
    obtain ⟨h0, h1⟩ := ih
    have e0 : 2 * ((k + 1 : ℕ) : ℤ) = 2 * (k : ℤ) + 2 := by push_cast; ring
    have e1 : 2 * (k : ℤ) + 2 + 1 = (2 * (k : ℤ) + 1) + 2 := by ring
    have e2 : 2 * (k : ℤ) + 1 + 1 = 2 * (k : ℤ) + 2 := by ring
    have a : (Chebyshev.T ℝ (2 * (k : ℤ) + 2)).eval (-x) =
        (Chebyshev.T ℝ (2 * (k : ℤ) + 2)).eval x := by
      rw [Chebyshev.T_add_two]
      simp only [eval_sub, eval_mul, eval_X, eval_ofNat, h0, h1]
      ring
    rw [e0]
    refine ⟨a, ?_⟩
    rw [e1, Chebyshev.T_add_two, e2]
    simp only [eval_sub, eval_mul, eval_X, eval_ofNat, a, h1]
    ring

/-- The Chebyshev expansion with constant term `1/2` and odd terms only has the Fermi
symmetry for every truncation order and all coefficients. -/
theorem chebyshevFermi_symmetry (c : ℕ → ℝ) (N : ℕ) :
    HasFermiSymmetry (chebyshevFermi c N) := by
  intro x
  simp only [chebyshevFermi, eval_add, eval_C, eval_finsetSum, eval_mul,
    (chebyshev_parity x _).2, mul_neg, Finset.sum_neg_distrib]
  ring

/-- The two-site Hamiltonian with coupling `t` and zero on-site energies. -/
def dimer (t : ℝ) : Matrix (Fin 2) (Fin 2) ℝ := !![0, t; t, 0]

/-- For two sites, the charges are the mean of `p(t)` and `p(-t)`, and the bond order is
half their difference. -/
theorem aeval_dimer (p : ℝ[X]) (t : ℝ) :
    aeval (dimer t) p =
      !![(p.eval t + p.eval (-t)) / 2, (p.eval t - p.eval (-t)) / 2;
         (p.eval t - p.eval (-t)) / 2, (p.eval t + p.eval (-t)) / 2] := by
  have hpow : ∀ k : ℕ, dimer t ^ k =
      !![(t ^ k + (-t) ^ k) / 2, (t ^ k - (-t) ^ k) / 2;
         (t ^ k - (-t) ^ k) / 2, (t ^ k + (-t) ^ k) / 2] := by
    intro k
    induction k with
    | zero => ext i j; fin_cases i <;> fin_cases j <;> simp
    | succ k ih =>
      rw [pow_succ, ih, pow_succ t, pow_succ (-t)]
      ext i j
      fin_cases i <;> fin_cases j <;>
        simp [dimer, Matrix.mul_apply, Fin.sum_univ_succ] <;> ring
  induction p using Polynomial.induction_on' with
  | add p q hp hq =>
    rw [map_add, hp, hq]
    ext i j
    fin_cases i <;> fin_cases j <;> simp <;> ring
  | monomial k a =>
    rw [aeval_monomial, Algebra.algebraMap_eq_smul_one, smul_mul_assoc, one_mul, hpow]
    ext i j
    fin_cases i <;> fin_cases j <;> simp [eval_monomial] <;> ring

/-- A polynomial gives both sites of the dimer the charge `1/2` at every coupling exactly
when it has the Fermi symmetry. -/
theorem fermiSymmetry_iff_dimer_charges (p : ℝ[X]) :
    HasFermiSymmetry p ↔ ∀ (t : ℝ) (i : Fin 2), aeval (dimer t) p i i = 1 / 2 := by
  constructor
  · intro hp t i
    have h := hp t
    rw [aeval_dimer]
    fin_cases i <;> simp <;> linarith
  · intro h t
    have h0 := h t 0
    rw [aeval_dimer] at h0
    simp at h0
    linarith

/-- The projector onto the antisymmetric combination of the two sites. -/
def levelProjector : Matrix (Fin 2) (Fin 2) ℝ := !![1 / 2, -1 / 2; -1 / 2, 1 / 2]

/-- `levelProjector` is idempotent, the dimer has energy `-t` on its range and energy `t`
on the range of its complement. -/
theorem levelProjector_spec (t : ℝ) :
    levelProjector * levelProjector = levelProjector ∧
    dimer t * levelProjector = (-t) • levelProjector ∧
    dimer t * (1 - levelProjector) = t • (1 - levelProjector) := by
  -- the complement projects onto the symmetric combination
  have hc : 1 - levelProjector = !![1 / 2, 1 / 2; 1 / 2, 1 / 2] := by
    rw [Matrix.one_fin_two]
    ext i j
    fin_cases i <;> fin_cases j <;> norm_num [levelProjector]
  rw [hc]
  refine ⟨?_, ?_, ?_⟩ <;> ext i j <;> fin_cases i <;> fin_cases j <;>
    norm_num [dimer, levelProjector, Matrix.mul_apply, Fin.sum_univ_succ]

/-- For a polynomial with the Fermi symmetry, the deviation of the dimer's expansion from the matrix
`levelProjector` is purely off-diagonal, with both off-diagonal entries equal to `p(t)`. -/
theorem dimer_bond_error {p : ℝ[X]} (hp : HasFermiSymmetry p) (t : ℝ) :
    aeval (dimer t) p - levelProjector = !![0, p.eval t; p.eval t, 0] := by
  have h : p.eval (-t) = 1 - p.eval t := by linarith [hp t]
  rw [aeval_dimer, h]
  ext i j
  fin_cases i <;> fin_cases j <;> simp [levelProjector] <;> ring

/-- The linear polynomial `1/2 - x/4` has the Fermi symmetry, yet at unit coupling it gives
the dimer the bond order `-1/4`, while the projector onto the level `-1` has `-1/2`. -/
theorem linear_truncation_bond_order :
    HasFermiSymmetry (C (1 / 2) - C (1 / 4) * X) ∧
    aeval (dimer 1) (C (1 / 2) - C (1 / 4) * X : ℝ[X]) 0 1 = -1 / 4 ∧
    levelProjector 0 1 = -1 / 2 := by
  refine ⟨fun x => ?_, ?_, ?_⟩
  · simp only [eval_sub, eval_mul, eval_C, eval_X]
    ring
  · rw [aeval_dimer]
    simp only [eval_sub, eval_mul, eval_C, eval_X]
    norm_num
  · simp [levelProjector]

end

end FermiOperatorExpansion
```

```lean
#print axioms FermiOperatorExpansion.charges_exact
#print axioms FermiOperatorExpansion.levelProjector_spec
#print axioms FermiOperatorExpansion.dimer_bond_error
#print axioms FermiOperatorExpansion.linear_truncation_bond_order
```

```
'FermiOperatorExpansion.charges_exact' depends on axioms: [propext, Classical.choice, Quot.sound]
'FermiOperatorExpansion.levelProjector_spec' depends on axioms: [propext, Classical.choice, Quot.sound]
'FermiOperatorExpansion.dimer_bond_error' depends on axioms: [propext, Classical.choice, Quot.sound]
'FermiOperatorExpansion.linear_truncation_bond_order' depends on axioms: [propext, Classical.choice, Quot.sound]
```

## Sublattices, charges and the truncated density matrix

The sites are the elements of a finite type `n`, and the function `s : n → Bool` assigns each site to one of two sublattices. `CouplesOppositeSublattices s H` says that H_ij = 0 whenever `s i = s j`. The case i = j is included, so all on-site energies are zero, which is also where the chemical potential lies. The entries of H are real or complex, as `RCLike 𝕜` allows. H need not be Hermitian or invertible.

The polynomial p has real coefficients, and `HasFermiSymmetry p` is the condition

p(x) + p(−x) = 1 for every real x.

The Fermi function satisfies it about the chemical potential: the occupation of a level at energy x equals the vacancy of a level at −x. The truncated density matrix is `aeval H p`, which is p with the matrix H put in for the variable.

"Charge" here means the occupation of one spin orbital, so 1/2 corresponds to one electron per site when both spins are counted. "Bond order" means an off-diagonal element of the same one-spin matrix, which is half the usual spin-summed value.

The main theorem, `charges_exact`, says that under these two hypotheses

p(H)_ii = 1/2 for every site i,

p(H)_ij = 0 for distinct sites i, j of one sublattice.

No convergence of p towards the Fermi function is required, and p(H) need not be a projector. The result bears on nearest-neighbour tight-binding and Hückel calculations for bipartite networks, within the restriction to non-interacting electrons, an orthonormal basis and equal on-site energies with the chemical potential at their common value.

The theorem gives the value 1/2 for polynomials. To call this value exact, one also needs the Fermi function f itself to give 1/2. For Hermitian H this follows from the eigenvectors: reversing the sign of an eigenvector on one sublattice turns energy ε into −ε, and the derivation below then applies with f in place of p.

## Why the charges are fixed

Let Γ be the diagonal matrix with entries σ_i = +1 on one sublattice and −1 on the other; in Lean it is `sublatticeSign`. Compare the entries of ΓH and −HΓ:

(ΓH)_ij = σ_i H_ij,

(−HΓ)_ij = −H_ij σ_j.

If i and j lie on the same sublattice, H_ij = 0 and both sides vanish. Otherwise σ_i = −σ_j and the two sides agree. Hence ΓH = −HΓ. Moving Γ through one factor of H at a time gives

ΓHᵏ = (−H)ᵏΓ,

and by linearity

Γp(H) = p(−H)Γ.

This is `sign_mul_aeval`. Its proof checks the first identity entry by entry and records it as a `SemiconjBy` statement, from which `pow_right` supplies the powers. Induction on p then treats sums and monomials.

The second ingredient is `aeval_add_aeval_neg`. The polynomial p(X) + p(−X) − 1 vanishes at every real number, so it is the zero polynomial. Substituting H for X gives

p(H) + p(−H) = 1,

where the right-hand side is the identity matrix. In Lean, `Polynomial.funext` makes the passage from equal values to equal polynomials, and applying `aeval H` to both sides makes the substitution. This is why a condition on real numbers is enough even when H is complex or has no real spectrum.

Now take i and j on the same sublattice. The first identity reads

σ_i p(H)_ij = p(−H)_ij σ_j,

and since σ_i = σ_j, the entries p(H)_ij and p(−H)_ij are equal. The second identity then becomes

2 p(H)_ij = δ_ij,

with δ_ij = 1 for i = j and 0 otherwise. This is the statement `key` inside `charges_exact`. Its two cases for `s j` are the two possible common signs, and halving gives both parts of the theorem.

The same sign argument has a neighbouring consequence for even polynomials, which I state without a formal proof. If q(−x) = q(x), then q(−H) = q(H), and for sites on opposite sublattices σ_i = −σ_j gives q(H)_ij = −q(H)_ij. So q(H) has no entries between opposite sublattices.

## Chebyshev expansions of any length

`chebyshevFermi c N` is the polynomial

1/2 + Σ c_k T_{2k+1}(x), with k running from 0 to N − 1,

where T_m is the Chebyshev polynomial of degree m and the c_k are arbitrary real numbers. N counts the odd terms and is not the degree; for N = 0 only the constant 1/2 remains. `chebyshevFermi_symmetry` shows that every such polynomial has the Fermi symmetry, so `charges_exact` applies to it.

The reason is parity. The recurrence

T_{m+2}(x) = 2x T_{m+1}(x) − T_m(x)

starts from T_0 = 1, which is even, and T_1 = x, which is odd. If T_{2k} is even and T_{2k+1} is odd, then 2x T_{2k+1} is even, so T_{2k+2} is even; then 2x T_{2k+2} is odd, so T_{2k+3} is odd. `chebyshev_parity` carries both statements through one induction, because each step uses both. In p(x) + p(−x) the odd terms cancel and the constants add up to 1.

Since the coefficients are arbitrary, correct charges say nothing about their quality. A Chebyshev expansion is normally applied to a Hamiltonian whose spectrum has been scaled into [−1, 1]. Dividing H by a positive number preserves the sublattice condition, whereas adding a nonzero multiple of the identity creates on-site terms and violates it.

## Two sites show what the symmetry leaves open

`dimer t` is the Hamiltonian with zero on-site energies and coupling t between sites 0 and 1. Many texts write the coupling as −t; with the sign used here, the antisymmetric combination has energy −t and is the lower level for t > 0. Multiplying out powers shows that

(Hᵏ)_00 = (Hᵏ)_11 = (tᵏ + (−t)ᵏ)/2,

(Hᵏ)_01 = (Hᵏ)_10 = (tᵏ − (−t)ᵏ)/2.

One more factor of H exchanges the columns and multiplies them by t, which turns these formulas for k into those for k + 1. Summing over the monomials of p gives `aeval_dimer`, valid for every real polynomial:

p(H)_00 = p(H)_11 = (p(t) + p(−t))/2,

p(H)_01 = p(H)_10 = (p(t) − p(−t))/2.

The charges therefore depend only on the sum p(t) + p(−t). They equal 1/2 for every real t exactly when p has the Fermi symmetry, which is `fermiSymmetry_iff_dimer_charges`. A polynomial without the symmetry gives a wrong charge for the dimer at some coupling.

The reference for the bond order is `levelProjector`, the projector onto the normalised vector (1, −1)/√2. Its diagonal entries are 1/2 and its off-diagonal entries are −1/2. `levelProjector_spec` confirms by direct multiplication that it is idempotent, that H acts on its range as −t, and that H acts on the range of the complement as t. For t > 0 it is the zero-temperature density matrix, with the lower level filled and the upper one empty.

For a symmetric p, put p(−t) = 1 − p(t) into the closed form. The charges become 1/2 and the bond order becomes p(t) − 1/2. Subtracting the projector leaves zero on the diagonal and

p(t) − 1/2 − (−1/2) = p(t)

in both off-diagonal places. This is `dimer_bond_error`. For t > 0 the error against the zero-temperature bond order is thus the occupation that the polynomial assigns to the upper level, which should be empty. At a finite temperature the exact bond order is f(t) − 1/2, with f the Fermi function, and the error is p(t) − f(t).

`linear_truncation_bond_order` gives a numerical case. The polynomial p(x) = 1/2 − x/4 has the Fermi symmetry, with p(1) = 1/4 and p(−1) = 3/4. At t = 1 the bond order is (1/4 − 3/4)/2 = −1/4, where the projector has −1/2. Half the zero-temperature bond order is missing although both charges are right. The choice of reference matters here: the same polynomial is the first-order Taylor polynomial of 1/(1 + eˣ), the Fermi function at kT = 1, whose bond order at t = 1 is about −0.23, and against that value the error is much smaller. For Hamiltonians of this kind, the convergence of an expansion with the Fermi symmetry therefore has to be judged from quantities other than the site charges, such as bond orders between opposite sublattices or the energy.
